# In one dimension, the Neumann Laplacian on n + 1 sites has the energies of the Dirichlet Laplacian on n sites, and zero

## One grid point between two walls

Put a free particle between two hard walls and keep a single grid point between them. The wavefunction is one number \(u_0\), and it vanishes at both walls. In units where the kinetic prefactor is 1, the second-difference Hamiltonian is the \(1\times 1\) matrix \((2)\), with the single energy 2.

Now record the differences of the wavefunction across the two bonds, wall to point and point to wall. They are \(u_0\) and \(-u_0\), so the map from points to bonds is

\[
D=\begin{pmatrix}1\\-1\end{pmatrix},\qquad
D^{T}D=(2),\qquad
DD^{T}=\begin{pmatrix}1&-1\\-1&1\end{pmatrix}.
\]

The second product is the Hamiltonian of a free particle on two sites with Neumann ends: the value just outside the grid is set equal to the end value. Its energies are 0, with the constant vector, and 2, with the vector \((1,-1)^T=D\,(1)\). The energy 2 is shared, and \(D\) carries one eigenvector to the other. The energy 0 has no partner.

## Points and bonds of a longer grid

Take \(n\) interior points, numbered \(0,\dots,n-1\), with walls beyond both ends. There are \(n+1\) bonds, numbered \(0,\dots,n\), and bond \(i\) joins point \(i-1\) to point \(i\). With the wall values \(u_{-1}=u_n=0\),

\[
(Du)_i=u_i-u_{i-1},\qquad (D^{T}v)_j=v_j-v_{j+1}.
\]

Here \(u\) lives on the points and \(v\) on the bonds. In supersymmetric quantum mechanics a pair of Hamiltonians \(A^\dagger A\) and \(AA^\dagger\) is built from one operator \(A\); the real matrix \(D\) plays the part of \(A\).

Three facts follow for every \(n\).

1. \(D^TD\) is the Dirichlet Laplacian on the points, and \(DD^T\) is the Neumann Laplacian on the bonds.
2. The characteristic polynomial of the Neumann matrix is \(X\) times that of the Dirichlet matrix.
3. \(D\) and \(D^T\) carry eigenvectors of nonzero energy back and forth between the two grids without changing the energy.

For a free particle on a finite uniform one-dimensional grid, this gives a simple check on the boundary rows of a finite-difference program that is meant to produce these two matrices: the nonzero Neumann eigenvalues must agree with the Dirichlet eigenvalues for one site fewer.

## Derivation

**The two products.** Apply \(D^T\) to \(Du\):

\[
(D^TDu)_j=(u_j-u_{j-1})-(u_{j+1}-u_j)=2u_j-u_{j-1}-u_{j+1}.
\]

This is the Dirichlet Laplacian, with the wall values equal to zero. For the other order set \(w_j=v_j-v_{j+1}\) for \(0\le j<n\), and \(w_{-1}=w_n=0\). Then \((DD^Tv)_i=w_i-w_{i-1}\). At a site with two neighbours this is \(2v_i-v_{i-1}-v_{i+1}\). If \(n\ge 1\), the ends give \(v_0-v_1\) and \(v_n-v_{n-1}\). The diagonal entry is therefore the number of neighbours. For \(n=0\) there is one isolated site and the matrix is \((0)\).

**The characteristic polynomials.** Let \(A\) be a \(p\times q\) matrix and \(B\) a \(q\times p\) matrix, and write \(\chi_M\) for the characteristic polynomial of \(M\). Evaluate

\[
\det\begin{pmatrix}X I_p&A\\B&I_q\end{pmatrix}
\]

in two ways. Eliminating the lower right block gives \(\det(XI_p-AB)=\chi_{AB}\). Eliminating the upper left block gives \(X^p\det(I_q-X^{-1}BA)=X^{p-q}\chi_{BA}\). Hence \(X^q\chi_{AB}=X^p\chi_{BA}\). With \(A=D\), \(B=D^T\), \(p=n+1\) and \(q=n\),

\[
X^n\chi_{DD^T}=X^{n+1}\chi_{D^TD},
\]

and cancelling \(X^n\) gives \(\chi_{DD^T}=X\,\chi_{D^TD}\).

**Zero modes.** If \(Du=0\), then bond 0 gives \(u_0=0\), and each following bond gives \(u_i=u_{i-1}\). So \(u=0\): a function that vanishes at the wall and never changes is zero. If \(DD^Tv=0\), this applies to \(u=D^Tv\), so \(D^Tv=0\) and \(v_j=v_{j+1}\) for every \(j\). The vector \(v\) is constant. Conversely, a constant vector has \(D^Tv=0\).

**From points to bonds.** Let \(D^TDu=Eu\) with \(u\ne 0\). Then

\[
DD^T(Du)=D(D^TDu)=E\,Du,\qquad
\|Du\|^2=u^TD^TDu=E\|u\|^2 .
\]

The vector \(Du\) is nonzero because \(D\) has trivial kernel. Both squared norms are positive, so \(E>0\). If \(u\) is normalised, the normalised partner is \(Du/\sqrt{E}\).

**From bonds to points.** Let \(DD^Tv=Ev\) with \(v\neq0\) and \(E\ne 0\). Then \(D^TD(D^Tv)=E\,D^Tv\). If \(D^Tv\) were zero, then \(Ev=DD^Tv\) would be zero as well, which is impossible. At \(E=0\) the eigenvector is constant and \(D^T\) sends it to zero, so it has no partner.

Together these steps show that the Neumann energies are zero and the Dirichlet energies.

## Reading the Lean statements

`diffMatrix n` is \(D\). Its rows have type `Fin (n + 1)`, the bonds, and its columns have type `Fin n`, the points. For a point `j`, `j.castSucc` is the bond with the same number and `j.succ` is the next one. These are the two bonds that meet at the point.

`dirichlet n` and `neumann n` are defined by their entries, without reference to \(D\), so the factorisations `transpose_mul_diff` and `diff_mul_transpose` are theorems and not definitions. The Neumann convention is the one in which a diagonal entry counts neighbours, which amounts to setting the value just outside the grid equal to the end value. A scheme that mirrors the grid about its end site has a different matrix: for two sites its energies are 0 and 4.

`IsState H E v` says that `v` is a nonzero real vector with \(Hv=Ev\). The word "state" is used here without normalisation, and "energy" means a dimensionless eigenvalue. For a particle of mass \(\mu\) on a grid of spacing \(a\), the physical value is \(\hbar^2E/(2\mu a^2)\).

The theorem `charpoly_neumann` is the polynomial identity, which also keeps track of multiplicities. `neumann_zero_mode` says that \(v\) is annihilated exactly when all its entries equal `v 0`. `partner_up` contains both the mapping of states and the norm relation, while `partner_down` has the hypothesis `E ≠ 0` discussed above. `dirichlet_energy_pos` states that every Dirichlet energy is positive. Finally, `shared_energies` says that a real number \(E\) is a Neumann energy if and only if it is zero or a Dirichlet energy.

All of this holds for every natural number \(n\). For \(n=0\) the Dirichlet grid is empty and has no states, and the single Neumann site has energy 0.

The particle is free: there is no potential on the grid. The step from these matrices to a particle on a continuous interval, where the spacing tends to zero, requires a separate convergence argument.

## The complete Lean file

```lean
import Mathlib

open Matrix Polynomial

namespace SupersymmetricPartnerGrids

noncomputable section

/-- The difference matrix from `n` grid points to `n + 1` bonds: column `j` has the entry `1`
in row `j` and the entry `-1` in row `j + 1`. -/
def diffMatrix (n : ℕ) : Matrix (Fin (n + 1)) (Fin n) ℝ :=
  Matrix.of fun i j => (if i = j.castSucc then 1 else 0) - (if i = j.succ then 1 else 0)

/-- The Dirichlet Laplacian on `n` sites: `2` on the diagonal, `-1` between neighbours. -/
def dirichlet (n : ℕ) : Matrix (Fin n) (Fin n) ℝ :=
  Matrix.of fun j k =>
    if j = k then 2 else if (j : ℕ) + 1 = k ∨ (k : ℕ) + 1 = j then -1 else 0

/-- The Neumann Laplacian of the path with `n + 1` sites: each diagonal entry counts the left
and right neighbours of the site, and neighbouring sites are coupled by `-1`. -/
def neumann (n : ℕ) : Matrix (Fin (n + 1)) (Fin (n + 1)) ℝ :=
  Matrix.of fun i k =>
    if i = k then (if 0 < (i : ℕ) then 1 else 0) + (if (i : ℕ) < n then 1 else 0)
    else if (i : ℕ) + 1 = k ∨ (k : ℕ) + 1 = i then -1 else 0

/-- The vector `v` is a stationary state of `H` with energy `E`: it is nonzero and `H v = E v`. -/
def IsState {m : ℕ} (H : Matrix (Fin m) (Fin m) ℝ) (E : ℝ) (v : Fin m → ℝ) : Prop :=
  v ≠ 0 ∧ H *ᵥ v = E • v

/-- The transposed difference matrix takes differences of neighbouring values. -/
theorem transpose_mulVec_apply (n : ℕ) (v : Fin (n + 1) → ℝ) (j : Fin n) :
    ((diffMatrix n)ᵀ *ᵥ v) j = v j.castSucc - v j.succ := by
  simp [Matrix.mulVec, dotProduct, diffMatrix, sub_mul, Finset.sum_sub_distrib]

/-- The product `Dᵀ D` is the Dirichlet Laplacian on `n` sites. -/
theorem transpose_mul_diff (n : ℕ) : (diffMatrix n)ᵀ * diffMatrix n = dirichlet n := by
  ext j k
  change ((diffMatrix n)ᵀ *ᵥ fun i => diffMatrix n i k) j = _
  rw [transpose_mulVec_apply]
  simp only [diffMatrix, dirichlet, Matrix.of_apply, Fin.ext_iff, Fin.val_succ,
    show ∀ l : Fin n, (l.castSucc : ℕ) = l from fun _ => rfl]
  split_ifs <;> first | omega | norm_num

/-- The partner product `D Dᵀ` is the Neumann Laplacian on `n + 1` sites. -/
theorem diff_mul_transpose (n : ℕ) : diffMatrix n * (diffMatrix n)ᵀ = neumann n := by
  -- a sum that picks out the point to the left of bond `a`, if there is one
  have shift : ∀ (a : ℕ) (f : ℕ → ℝ), (∑ j ∈ Finset.range n, if a = j + 1 then f j else 0)
      = if 0 < a ∧ a ≤ n then f (a - 1) else 0 := by
    intro a f
    rcases a with _ | a
    · simp
    · simp
  ext i k
  have hi := i.isLt
  have hk := k.isLt
  rw [Matrix.mul_apply]
  simp only [Matrix.transpose_apply, diffMatrix, neumann, Matrix.of_apply, Fin.ext_iff,
    Fin.val_succ, show ∀ l : Fin n, (l.castSucc : ℕ) = l from fun _ => rfl]
  rw [Fin.sum_univ_eq_sum_range (fun j : ℕ =>
    ((if (i : ℕ) = j then (1 : ℝ) else 0) - (if (i : ℕ) = j + 1 then 1 else 0)) *
    ((if (k : ℕ) = j then (1 : ℝ) else 0) - (if (k : ℕ) = j + 1 then 1 else 0))) n]
  simp only [sub_mul, ite_mul, one_mul, zero_mul, Finset.sum_sub_distrib, Finset.sum_ite_eq,
    shift, Finset.mem_range]
  split_ifs <;> first | omega | norm_num

/-- The characteristic polynomial of the Neumann Laplacian on `n + 1` sites is `X` times that
of the Dirichlet Laplacian on `n` sites. -/
theorem charpoly_neumann (n : ℕ) : (neumann n).charpoly = X * (dirichlet n).charpoly := by
  have h := Matrix.charpoly_mul_comm' (diffMatrix n) (diffMatrix n)ᵀ
  rw [diff_mul_transpose, transpose_mul_diff, Fintype.card_fin, Fintype.card_fin, pow_succ,
    mul_assoc] at h
  exact mul_left_cancel₀ (pow_ne_zero _ Polynomial.X_ne_zero) h

/-- Only the zero vector is annihilated by the difference matrix `D`. -/
theorem eq_zero_of_diff_eq_zero (n : ℕ) (u : Fin n → ℝ) (h : diffMatrix n *ᵥ u = 0) :
    u = 0 := by
  -- walk along the grid from the left wall
  have key : ∀ (m : ℕ) (hm : m < n), u ⟨m, hm⟩ = 0 := by
    intro m
    induction m using Nat.strong_induction_on with
    | _ m ih =>
      intro hm
      have row : ∑ k, diffMatrix n ⟨m, by omega⟩ k * u k = 0 := congrFun h ⟨m, by omega⟩
      rw [Finset.sum_eq_single (⟨m, hm⟩ : Fin n)] at row
      · simpa [diffMatrix, Fin.ext_iff] using row
      · intro k _ hk
        by_cases hlt : (k : ℕ) < m
        · rw [show u k = 0 from ih k hlt k.isLt, mul_zero]
        · have h0 : (k : ℕ) ≠ m := fun e => hk (Fin.ext e)
          have h1 : ¬ m = (k : ℕ) := by omega
          have h2 : ¬ m = (k : ℕ) + 1 := by omega
          simp [diffMatrix, Fin.ext_iff, h1, h2]
      · simp
  funext j
  exact key j j.isLt

/-- The Neumann Laplacian annihilates a vector exactly when the vector is constant. -/
theorem neumann_zero_mode (n : ℕ) (v : Fin (n + 1) → ℝ) :
    neumann n *ᵥ v = 0 ↔ ∀ i, v i = v 0 := by
  rw [← diff_mul_transpose, ← Matrix.mulVec_mulVec]
  constructor
  · intro h i
    have h0 := eq_zero_of_diff_eq_zero n _ h
    induction i using Fin.induction with
    | zero => rfl
    | succ j ih =>
      have hj := congrFun h0 j
      rw [transpose_mulVec_apply, Pi.zero_apply] at hj
      linarith
  · intro h
    have h0 : (diffMatrix n)ᵀ *ᵥ v = 0 := by
      funext j
      rw [transpose_mulVec_apply, h j.castSucc, h j.succ, sub_self, Pi.zero_apply]
    rw [h0, Matrix.mulVec_zero]

/-- The difference matrix `D` turns a Dirichlet state of energy `E` into a Neumann state of the
same energy, and multiplies its squared norm by `E`. -/
theorem partner_up {n : ℕ} {E : ℝ} {u : Fin n → ℝ} (h : IsState (dirichlet n) E u) :
    IsState (neumann n) E (diffMatrix n *ᵥ u) ∧
      (diffMatrix n *ᵥ u) ⬝ᵥ (diffMatrix n *ᵥ u) = E * (u ⬝ᵥ u) := by
  refine ⟨⟨fun h0 => h.1 (eq_zero_of_diff_eq_zero n u h0), ?_⟩, ?_⟩
  · -- intertwining: (D Dᵀ) D = D (Dᵀ D)
    rw [← diff_mul_transpose, Matrix.mulVec_mulVec, Matrix.mul_assoc, transpose_mul_diff,
      ← Matrix.mulVec_mulVec, h.2, Matrix.mulVec_smul]
  · rw [Matrix.dotProduct_mulVec, ← Matrix.mulVec_transpose, Matrix.mulVec_mulVec,
      transpose_mul_diff, h.2, smul_dotProduct, smul_eq_mul]

/-- The transpose `Dᵀ` turns a Neumann state of nonzero energy `E` into a Dirichlet state of the
same energy. -/
theorem partner_down {n : ℕ} {E : ℝ} {v : Fin (n + 1) → ℝ} (hE : E ≠ 0)
    (h : IsState (neumann n) E v) : IsState (dirichlet n) E ((diffMatrix n)ᵀ *ᵥ v) := by
  refine ⟨fun h0 => ?_, ?_⟩
  · have h1 := h.2
    rw [← diff_mul_transpose, ← Matrix.mulVec_mulVec, h0, Matrix.mulVec_zero] at h1
    exact (smul_ne_zero hE h.1) h1.symm
  · rw [← transpose_mul_diff, Matrix.mulVec_mulVec, Matrix.mul_assoc, diff_mul_transpose,
      ← Matrix.mulVec_mulVec, h.2, Matrix.mulVec_smul]

/-- Every energy of the Dirichlet Laplacian is strictly positive. -/
theorem dirichlet_energy_pos {n : ℕ} {E : ℝ} {u : Fin n → ℝ}
    (h : IsState (dirichlet n) E u) : 0 < E := by
  have pos : ∀ {m : ℕ} (w : Fin m → ℝ), w ≠ 0 → 0 < w ⬝ᵥ w := fun w hw =>
    lt_of_le_of_ne (Finset.sum_nonneg fun i _ => mul_self_nonneg (w i))
      (Ne.symm (mt dotProduct_self_eq_zero.1 hw))
  obtain ⟨hD, hnorm⟩ := partner_up h
  have h1 := pos _ hD.1
  have h2 := pos u h.1
  by_contra hE
  nlinarith [mul_nonneg (neg_nonneg.2 (not_lt.1 hE)) h2.le]

/-- The energies of the Neumann grid with `n + 1` sites are zero and the energies of the
Dirichlet grid with `n` sites. -/
theorem shared_energies (n : ℕ) (E : ℝ) :
    (∃ v, IsState (neumann n) E v) ↔ E = 0 ∨ ∃ u, IsState (dirichlet n) E u := by
  constructor
  · rintro ⟨v, hv⟩
    by_cases hE : E = 0
    · exact Or.inl hE
    · exact Or.inr ⟨_, partner_down hE hv⟩
  · rintro (rfl | ⟨u, hu⟩)
    · -- the constant vector is the unpaired state
      refine ⟨fun _ => 1, fun h => by simpa using congrFun h 0, ?_⟩
      rw [(neumann_zero_mode n _).2 fun _ => rfl, zero_smul]
    · exact ⟨_, (partner_up hu).1⟩

end

end SupersymmetricPartnerGrids
```

```lean
#print axioms SupersymmetricPartnerGrids.charpoly_neumann
#print axioms SupersymmetricPartnerGrids.dirichlet_energy_pos
#print axioms SupersymmetricPartnerGrids.shared_energies
```

```
'SupersymmetricPartnerGrids.charpoly_neumann' depends on axioms: [propext, Classical.choice, Quot.sound]
'SupersymmetricPartnerGrids.dirichlet_energy_pos' depends on axioms: [propext, Classical.choice, Quot.sound]
'SupersymmetricPartnerGrids.shared_energies' depends on axioms: [propext, Classical.choice, Quot.sound]
```

## How the Lean proof is built

**Entries of the products.** `transpose_mulVec_apply` is the formula \((D^Tv)_j=v_j-v_{j+1}\). `transpose_mul_diff` applies it to column `k` of \(D\), which gives the entry \((j,k)\) of \(D^TD\) as a difference of two entries of \(D\). The tactic `split_ifs` then separates the cases of equal, neighbouring and distant indices. In each case either `omega` shows that the index conditions contradict each other, or `norm_num` checks the number.

The other product needs a sum over all points. In `diff_mul_transpose` this sum is rewritten over the natural numbers below \(n\). The product of two differences is expanded, and each resulting sum has at most one nonzero term. The auxiliary statement `shift` evaluates the sums that select the point to the left of a bond, including the case of bond 0, where there is none. The same division into cases finishes the proof.

**Cancelling the power of X.** `charpoly_neumann` takes the exchange rule for rectangular products from Mathlib as `Matrix.charpoly_mul_comm'`. After the two factorisations are inserted, it reads \(X^n\chi_{DD^T}=X^n(X\chi_{D^TD})\), and `mul_left_cancel₀` removes the nonzero factor \(X^n\).

**Walking from the wall.** `eq_zero_of_diff_eq_zero` uses strong induction on the number `m` of the point. Row `m` of \(Du=0\) is a sum over all points. Terms to the left of `m` vanish by the induction hypothesis, and terms to the right vanish because the matrix entry is zero. What remains is \(u_m=0\). This is the argument given above, with the equality \(u_m=u_{m-1}\) and the known value \(u_{m-1}=0\) combined in one step.

`neumann_zero_mode` rewrites the Neumann matrix as \(DD^T\) and uses the trivial kernel to obtain \(D^Tv=0\). An induction along the sites then carries the value `v 0` to every site.

**Moving states between the grids.** The eigenvalue equation in `partner_up` comes from regrouping \((DD^T)D\) as \(D(D^TD)\), which is the role of `Matrix.mul_assoc`. The norm relation comes from moving one \(D\) across the dot product, where it becomes \(D^T\). `partner_down` regroups in the opposite order and uses `E ≠ 0` only to show that \(D^Tv\) is nonzero.

**Signs and the full set of energies.** `dirichlet_energy_pos` first shows that a nonzero real vector has positive squared norm. It applies this to \(u\) and to \(Du\); if \(E\le 0\), the relation \(\|Du\|^2=E\|u\|^2\) would contradict it, and `nlinarith` closes that case. In `shared_energies`, a Neumann state with nonzero energy is sent down by `partner_down`, and a Dirichlet state is sent up by `partner_up`. For \(E=0\) the proof supplies the vector with every entry equal to 1, whose normalised form has entries \(1/\sqrt{n+1}\).
